# Rank and support dimension multiply under tensor products of finite matrices

## The space occupied by an uncorrelated state

How many dimensions of the joint space does an uncorrelated state ρ ⊗ σ occupy? To make this precise, the support of an operator is taken to be the orthogonal complement of its kernel, and that its dimension equals the rank is then proved. For a density matrix this is the usual support, spanned by the eigenvectors with non-zero eigenvalue. For a non-Hermitian matrix it can differ from the range, though the dimensions agree.

A density matrix written as ρ = XX† needs at least rank ρ columns in X. For uncorrelated finite-dimensional systems, these minimal column numbers therefore multiply.

## What is stated

For rectangular complex matrices A and B of any finite sizes,

rank(A ⊗ B) = rank A · rank B.

In Lean, `Matrix m n ℂ` has rows labelled by m and columns by n, and `A ⊗ₖ B` is the Kronecker product, with pairs as labels. `kronecker_rank_one_iff` adds that the product has rank one exactly when both factors do; for density matrices, ρ ⊗ σ is pure exactly when ρ and σ are.

`finrank_support_kronecker` gives the same product formula for the dimensions of `support`. It takes any square matrices, so positivity and unit trace are not needed.

For a finite family Aₖ, `productOperator` has entries ∏ₖ Aₖ(iₖ, jₖ) between configurations i and j, and its rank is ∏ₖ rank Aₖ. The local dimensions may differ.

That two real systems are described by a product ρ ⊗ σ is a physical input. A Bell state has a one-dimensional support, while each of its reduced states has a two-dimensional one.

## Derivation through full-rank factors

Let r = rank A. Take a basis of the column space of A as the columns of C. Every column of A is a combination of them, so A = CD, with r the inner dimension. The columns of C are independent, so some L satisfies LC = 1. Each column cₖ of C lies in the range of A, so cₖ = Axₖ = CDxₖ. Applying L gives Dxₖ = eₖ, the k-th unit vector. With the xₖ as columns of R, DR = 1.

Conversely, any such product has rank r: rank(CD) ≤ rank C ≤ r, while L(CD)R = 1 gives r ≤ rank(CD).

Factor B = C′D′ likewise, with inverses L′, R′ and r′ = rank B. Since

Σₖₗ Cᵢₖ C′ₚₗ Dₖⱼ D′ₗₛ = (CD)ᵢⱼ (C′D′)ₚₛ,

we have

A ⊗ B = (C ⊗ C′)(D ⊗ D′).

The same rule gives (L ⊗ L′)(C ⊗ C′) = 1 and (D ⊗ D′)(R ⊗ R′) = 1. The inner dimension is rr′, which is therefore the rank. It equals 1 only if r = r′ = 1.

For many factors, expanding a product of sums gives

∏ₖ Σₜ Cₖ(iₖ, t) Dₖ(t, jₖ) = Σₛ ∏ₖ Cₖ(iₖ, sₖ) Dₖ(sₖ, jₖ),

where s runs over ∏ₖ rank Aₖ intermediate configurations. The inverses combine in the same way.

Finally, for an n × n matrix ρ,

rank ρ + dim ker ρ = n = dim supp ρ + dim ker ρ,

so dim supp ρ = rank ρ.

## Two qubits, one pure and one mixed

Let ρ have all four entries 1/2, and let σ = diag(1/3, 2/3). Their ranks are 1 and 2. The rows of ρ ⊗ σ are

(1/6)(1, 0, 1, 0), (1/6)(0, 2, 0, 2), (1/6)(1, 0, 1, 0), (1/6)(0, 2, 0, 2).

Two of them are independent, so the rank is 2 = 1 · 2. The support is spanned by (1, 0, 1, 0) and (0, 1, 0, 1).

## Schmidt ranks

The Schmidt rank of a bipartite pure state is the rank of its coefficient matrix. Two independent pairs, with the first members grouped against the second, have coefficient matrix A ⊗ B, so the same argument shows that their Schmidt ranks multiply.

## The Lean file

```lean
import Mathlib

open Matrix
open scoped Kronecker

namespace KroneckerRank

noncomputable section

/-- Every complex matrix `A` factors as `C * D` through a space of dimension `rank A`,
where `C` has a left inverse `L` and `D` has a right inverse `R`. -/
theorem exists_full_rank_factorization {m n : Type*} [Fintype m] [Fintype n]
    (A : Matrix m n ℂ) :
    ∃ (C : Matrix m (Fin A.rank) ℂ) (D : Matrix (Fin A.rank) n ℂ)
      (L : Matrix (Fin A.rank) m ℂ) (R : Matrix n (Fin A.rank) ℂ),
      A = C * D ∧ L * C = 1 ∧ D * R = 1 := by
  classical
  -- coordinates on the range of `A`
  have e : LinearMap.range A.mulVecLin ≃ₗ[ℂ] (Fin A.rank → ℂ) :=
    LinearEquiv.ofFinrankEq _ _ (by rw [Module.finrank_fin_fun]; rfl)
  let c := (LinearMap.range A.mulVecLin).subtype ∘ₗ e.symm.toLinearMap
  let d := e.toLinearMap ∘ₗ A.mulVecLin.rangeRestrict
  obtain ⟨l, hl⟩ := c.exists_leftInverse_of_injective
    (LinearMap.ker_eq_bot.2 (Subtype.val_injective.comp e.symm.injective))
  obtain ⟨r, hr⟩ := d.exists_rightInverse_of_surjective
    (LinearMap.range_eq_top.2 (e.surjective.comp A.mulVecLin.surjective_rangeRestrict))
  have hcd : c ∘ₗ d = A.mulVecLin := LinearMap.ext fun x => by simp [c, d]
  refine ⟨LinearMap.toMatrix' c, LinearMap.toMatrix' d,
    LinearMap.toMatrix' l, LinearMap.toMatrix' r, ?_, ?_, ?_⟩
  · rw [← LinearMap.toMatrix'_comp, hcd]
    exact (LinearMap.toMatrix'_toLin' A).symm
  · rw [← LinearMap.toMatrix'_comp, hl, LinearMap.toMatrix'_id]
  · rw [← LinearMap.toMatrix'_comp, hr, LinearMap.toMatrix'_id]

/-- If `C` has a left inverse and `D` has a right inverse, the rank of `C * D` is the
dimension of the intermediate space. -/
theorem rank_of_full_factors {m n r : Type*} [Fintype m] [Fintype n] [Fintype r]
    [DecidableEq r] (C : Matrix m r ℂ) (D : Matrix r n ℂ) (L : Matrix r m ℂ)
    (R : Matrix n r ℂ) (hL : L * C = 1) (hR : D * R = 1) :
    (C * D).rank = Fintype.card r := by
  apply le_antisymm
  · exact (Matrix.rank_mul_le_left C D).trans (Matrix.rank_le_card_width C)
  · -- the identity on the intermediate space is recovered from `C * D`
    have h : L * (C * D) * R = 1 := by
      rw [← Matrix.mul_assoc L, hL, Matrix.one_mul, hR]
    calc Fintype.card r = (L * (C * D) * R).rank := by rw [h, Matrix.rank_one]
      _ ≤ (L * (C * D)).rank := Matrix.rank_mul_le_left _ _
      _ ≤ (C * D).rank := Matrix.rank_mul_le_right _ _

/-- The rank of the Kronecker product of two rectangular complex matrices is the product
of their ranks. -/
theorem kronecker_rank_eq_mul {m n p q : Type*} [Fintype m] [Fintype n] [Fintype p]
    [Fintype q] (A : Matrix m n ℂ) (B : Matrix p q ℂ) :
    (A ⊗ₖ B).rank = A.rank * B.rank := by
  obtain ⟨C, D, L, R, hA, hL, hR⟩ := exists_full_rank_factorization A
  obtain ⟨C', D', L', R', hB, hL', hR'⟩ := exists_full_rank_factorization B
  -- the two factorizations combine into one of the product
  have h : A ⊗ₖ B = (C ⊗ₖ C') * (D ⊗ₖ D') := by
    rw [← Matrix.mul_kronecker_mul, ← hA, ← hB]
  rw [h, rank_of_full_factors _ _ (L ⊗ₖ L') (R ⊗ₖ R')
    (by rw [← Matrix.mul_kronecker_mul, hL, hL', Matrix.one_kronecker_one])
    (by rw [← Matrix.mul_kronecker_mul, hR, hR', Matrix.one_kronecker_one])]
  rw [Fintype.card_prod, Fintype.card_fin, Fintype.card_fin]

/-- A product operator has rank one exactly when both of its factors have rank one. -/
theorem kronecker_rank_one_iff {m n p q : Type*} [Fintype m] [Fintype n] [Fintype p]
    [Fintype q] (A : Matrix m n ℂ) (B : Matrix p q ℂ) :
    (A ⊗ₖ B).rank = 1 ↔ A.rank = 1 ∧ B.rank = 1 := by
  simp [kronecker_rank_eq_mul]

/-- The support of an operator: the orthogonal complement of its kernel. -/
def support {n : Type*} [Fintype n] [DecidableEq n] (ρ : Matrix n n ℂ) :
    Submodule ℂ (EuclideanSpace ℂ n) :=
  (LinearMap.ker (Matrix.toEuclideanLin ρ))ᗮ

/-- The dimension of the support of an operator is its rank. -/
theorem finrank_support {n : Type*} [Fintype n] [DecidableEq n] (ρ : Matrix n n ℂ) :
    Module.finrank ℂ (support ρ) = ρ.rank := by
  have h : ρ.rank = Module.finrank ℂ (LinearMap.range (Matrix.toEuclideanLin ρ)) := by
    have e : Matrix.toEuclideanLin ρ =
        Matrix.toLin (PiLp.basisFun 2 ℂ n) (PiLp.basisFun 2 ℂ n) ρ :=
      DFunLike.congr_fun (Matrix.toLpLin_eq_toLin 2 2) ρ
    rw [e]
    exact ρ.rank_eq_finrank_range_toLin _ _
  -- compare rank-nullity with the orthogonal decomposition
  have h1 := LinearMap.finrank_range_add_finrank_ker (Matrix.toEuclideanLin ρ)
  have h2 := Submodule.finrank_add_finrank_orthogonal
    (LinearMap.ker (Matrix.toEuclideanLin ρ))
  unfold support
  omega

/-- The support dimension of a product `ρ ⊗ σ` of two operators, in particular of two
density matrices, is the product of the local support dimensions. -/
theorem finrank_support_kronecker {m n : Type*} [Fintype m] [Fintype n] [DecidableEq m]
    [DecidableEq n] (ρ : Matrix m m ℂ) (σ : Matrix n n ℂ) :
    Module.finrank ℂ (support (ρ ⊗ₖ σ)) =
      Module.finrank ℂ (support ρ) * Module.finrank ℂ (support σ) := by
  rw [finrank_support, finrank_support, finrank_support, kronecker_rank_eq_mul]

/-- The tensor product of a finite family of local matrices: its entry between two
configurations is the product of the local entries. -/
def productOperator {ι : Type*} [Fintype ι] {m n : ι → Type*}
    (A : ∀ k, Matrix (m k) (n k) ℂ) : Matrix (∀ k, m k) (∀ k, n k) ℂ :=
  Matrix.of fun i j => ∏ k, A k (i k) (j k)

/-- Multiplying locally on every subsystem is the same as multiplying the many-party
tensor products. -/
theorem productOperator_mul {ι : Type*} [Fintype ι] [DecidableEq ι] {m n p : ι → Type*}
    [∀ k, Fintype (n k)] (A : ∀ k, Matrix (m k) (n k) ℂ)
    (B : ∀ k, Matrix (n k) (p k) ℂ) :
    productOperator (fun k => A k * B k) = productOperator A * productOperator B := by
  ext i j
  simp only [productOperator, Matrix.of_apply, Matrix.mul_apply, Finset.prod_univ_sum,
    Fintype.piFinset_univ, Finset.prod_mul_distrib]

/-- The tensor product of local identities is the identity of the composite system. -/
theorem productOperator_one {ι : Type*} [Fintype ι] {m : ι → Type*}
    [∀ k, DecidableEq (m k)] :
    productOperator (fun k => (1 : Matrix (m k) (m k) ℂ)) = 1 := by
  ext i j
  by_cases h : i = j
  · subst h
    simp [productOperator]
  · -- differing configurations differ on some subsystem
    obtain ⟨k, hk⟩ := Function.ne_iff.1 h
    rw [Matrix.one_apply_ne h]
    exact Finset.prod_eq_zero (Finset.mem_univ k) (Matrix.one_apply_ne hk)

/-- For any finite number of subsystems, the rank of the tensor product of local matrices
is the product of all local ranks. -/
theorem rank_productOperator {ι : Type*} [Fintype ι] [DecidableEq ι] {m n : ι → Type*}
    [∀ k, Fintype (m k)] [∀ k, Fintype (n k)] (A : ∀ k, Matrix (m k) (n k) ℂ) :
    (productOperator A).rank = ∏ k, (A k).rank := by
  choose C D L R hA hL hR using fun k => exists_full_rank_factorization (A k)
  have h : productOperator A = productOperator C * productOperator D := by
    rw [← productOperator_mul]
    exact congrArg productOperator (funext hA)
  have h1 : productOperator L * productOperator C = 1 := by
    rw [← productOperator_mul, funext hL]
    exact productOperator_one
  have h2 : productOperator D * productOperator R = 1 := by
    rw [← productOperator_mul, funext hR]
    exact productOperator_one
  rw [h, rank_of_full_factors _ _ _ _ h1 h2, Fintype.card_pi]
  simp only [Fintype.card_fin]

end

end KroneckerRank
```

```lean
#print axioms KroneckerRank.kronecker_rank_one_iff
-- 'KroneckerRank.kronecker_rank_one_iff' depends on axioms: [propext, Classical.choice, Quot.sound]
#print axioms KroneckerRank.finrank_support_kronecker
-- 'KroneckerRank.finrank_support_kronecker' depends on axioms: [propext, Classical.choice, Quot.sound]
#print axioms KroneckerRank.rank_productOperator
-- 'KroneckerRank.rank_productOperator' depends on axioms: [propext, Classical.choice, Quot.sound]
```

## From the factorisation to the supports

`exists_full_rank_factorization` works with linear maps. The equivalence `e` puts coordinates on the range of A, `d` maps a vector to the coordinates of its image, and `c` maps coordinates back into the full space. Injectivity of `c` and surjectivity of `d` supply the inverses, and `LinearMap.toMatrix'` turns all four maps into matrices.

`rank_of_full_factors` proves the two inequalities; its `calc` block is the bound from L(CD)R = 1. There `r` is the inner index type, and its cardinality is the number r above.

`kronecker_rank_eq_mul` combines the factorisations with `Matrix.mul_kronecker_mul`, and `kronecker_rank_one_iff` follows by simplification.

For many subsystems, `productOperator_mul` expands the product of sums through `Finset.prod_univ_sum`. `productOperator_one` uses that two different configurations differ at some site, where the local identity contributes a zero. In `rank_productOperator`, `choose` selects a factorisation for every subsystem at once.

`finrank_support` first identifies the rank with the dimension of the range in Euclidean space; `omega` then compares the two dimension counts. Rewriting with this result and the Kronecker formula proves `finrank_support_kronecker`.
